# The Good–Turing estimate of unseen probability has a mean bias between 0 and 1/n for n independent draws from a finite set of events

Take a state with two escape events, of probabilities \(p\) and \(q=1-p\), and draw twice independently. Both events are seen exactly once with probability \(2pq\); otherwise one event is seen twice and the other not at all. The mean number of events seen once, divided by the two draws, is therefore \(2pq\). The mean probability still unseen is \(p^2q+q^2p=pq\). So on average the singletons overestimate what is missing, by \(pq\le 1/4\). After only one draw, the mean unseen probability was \(pq+qp=2pq\), exactly the mean singleton fraction of two draws.

I would like to use this for kinetic Monte Carlo, where a catalogue of escape events is filled by sampling and the missing part of the total rate is unknown. For \(K\) events and \(n\ge1\) independent draws, I believe that the mean unseen probability is at most \(K/(en)\), and that the mean singleton fraction exceeds it by between \(0\) and \(1/n\). Can this be made rigorous, starting from the records of draws, and checked by machine?

## Two means and their difference

Yes. Let \(i\) run over all \(K\) possible events, found or not, with \(p_i\ge0\) and \(\sum_i p_i=1\). A record \(\omega\) lists the events \(\omega_0,\dots,\omega_{n-1}\) and has weight \(\prod_k p_{\omega_k}\). Write \(\langle f\rangle_n\) for the weighted sum of \(f(\omega)\) over all records. Let \(U\) be the total probability of the events absent from \(\omega\), and \(S\) the number of events that occur in it exactly once. The Good–Turing estimate of \(U\) is the singleton fraction \(S/n\).

Because the weight is a product, the probability that each draw meets its own condition is the product of the one-draw probabilities. Event \(i\) is absent when all \(n\) draws avoid it, which has probability \((1-p_i)^n\). Hence

\[
\langle U\rangle_n=\sum_i p_i(1-p_i)^n .
\]

Event \(i\) occurs at draw \(k\) and nowhere else with probability \(p_i(1-p_i)^{n-1}\). The \(n\) choices of \(k\) exclude one another, so

\[
\langle S\rangle_n=n\sum_i p_i(1-p_i)^{n-1}.
\]

Replacing \(n\) by \(n+1\) gives \(\langle S\rangle_{n+1}/(n+1)=\langle U\rangle_n\), the coincidence seen with two events. At equal \(n\),

\[
\frac{\langle S\rangle_n}{n}-\langle U\rangle_n
=\sum_i p_i(1-p_i)^{n-1}\bigl[1-(1-p_i)\bigr]
=\sum_i p_i^2(1-p_i)^{n-1}\ge0 .
\]

For the upper limit, put \(m=n-1\) and \(x=p_i\in[0,1]\). Since \(x\le1\), and by Bernoulli's inequality \(1+mx\le(1+x)^m\),

\[
(m+1)\,x(1-x)^m\le(1+mx)(1-x)^m\le(1+x)^m(1-x)^m=(1-x^2)^m\le1 .
\]

Thus \(p_i(1-p_i)^{n-1}\le1/n\). Multiplying by \(p_i\) and summing bounds the difference by \(1/n\).

For the unseen probability itself, use \(1-x\le e^{-x}\) and \(y\le e^{y-1}\) with \(y=nx\):

\[
n\,x(1-x)^n\le e^{nx-1}e^{-nx}=\frac1e .
\]

Dividing by \(n\) and summing over the \(K\) events gives \(\langle U\rangle_n\le K/(en)\).

## Extreme cases and correlated draws

With a single event and a single draw, \(U=0\) and \(S=1\), so the difference equals its upper limit \(1/n=1\). With a single event and two or more draws, \(U\) and \(S\) both vanish and the difference is \(0\). For \(n\ge2\) the limit \(1/n\) is not reached: \(x(1-x)^{n-1}\) is largest at \(x=1/n\), so the difference is at most \((1-1/n)^{n-1}/n\), a value attained by \(n\) equally likely events. This sharper bound is not part of the Lean code.

For \(K\) equally likely events and \(K\) draws, \(\langle U\rangle_K=(1-1/K)^K\), which tends to \(1/e\). The bound \(K/(en)\) equals \(1/e\) in this case, so no smaller constant would serve for all \(K\) and \(n\).

Independence matters. Let two events be equally likely and let the second draw always copy the first. Then \(U=1/2\) and \(S=0\) in every record: the difference is \(-1/2\), and \(U\) exceeds the bound \(K/(en)=1/e\approx0.37\).

## How the Lean theorem describes the sampling

The finite type `ι` is the complete set of events, including those not yet found, `Fintype.card ι` is \(K\), and a record is a function `ω : Fin n → ι`. The definition `mean` is the weighted sum \(\langle\cdot\rangle_n\); its product weight is where independence and an unchanging `p` enter. `unseenMass` is \(U\). `seenOnce` is \(S\): its condition `∃ k, ∀ l, ω l = i ↔ l = k` says that event `i` occurs at draw `k` and at no other.

The theorem `good_turing` assumes non-negative probabilities (`h0`), normalisation (`hp`) and at least one draw (`hn`). Its three conclusions are the bound \(K/(en)\), the non-negative difference and the limit \(1/n\). The exact relation between \(n+1\) and \(n\) draws is `singleton_fraction_unbiased`, and the limit for equally likely events is `uniform_unseen_limit`.

In kinetic Monte Carlo, \(U\) is the missing fraction of the total escape rate from one fixed state, provided that the draws are independent and find each event with probability \(p_i=r_i/\sum_j r_j\), where \(r_i\) is its rate. Saddle searches with other selection probabilities fill a catalogue too, but \(U\) then measures missing search probability and not missing rate. Events are also taken to be identified without error.

The result concerns means over many repetitions of the sampling. It gives no error bar for a single run, and it does not treat the Good–Turing formulas for events already seen once, twice or more often.

```lean
import Mathlib

open Finset Filter Topology

namespace GoodTuringMissingRate

noncomputable section

variable {ι : Type*} [Fintype ι] [DecidableEq ι] {n : ℕ}

/-- The mean of an observable `f` of the record of `n` independent draws from `p`. -/
def mean (p : ι → ℝ) (f : (Fin n → ι) → ℝ) : ℝ :=
  ∑ ω : Fin n → ι, (∏ k, p (ω k)) * f ω

/-- The total probability of the events that do not occur in the record `ω`. -/
def unseenMass (p : ι → ℝ) (ω : Fin n → ι) : ℝ :=
  ∑ i, if ∀ k, ω k ≠ i then p i else 0

/-- The number of events that occur in the record `ω` at one draw `k` and at no other. -/
def seenOnce (ω : Fin n → ι) : ℝ :=
  ∑ i, if ∃ k, ∀ l, ω l = i ↔ l = k then 1 else 0

omit [DecidableEq ι] in
/-- For independent draws, the probability that every draw `l` meets its own condition `P l`
is the product of the one-draw probabilities. -/
theorem prob_forall (p : ι → ℝ) (P : Fin n → ι → Prop) [∀ l j, Decidable (P l j)]
    [∀ ω : Fin n → ι, Decidable (∀ l, P l (ω l))] :
    mean p (fun ω => if ∀ l, P l (ω l) then (1 : ℝ) else 0)
      = ∏ l, ∑ j, p j * (if P l j then (1 : ℝ) else 0) := by
  unfold mean
  rw [Finset.prod_univ_sum, Fintype.piFinset_univ]
  refine Finset.sum_congr rfl fun ω _ => ?_
  have e : (∏ l, if P l (ω l) then (1 : ℝ) else 0) = if ∀ l, P l (ω l) then (1 : ℝ) else 0 := by
    by_cases h : ∀ l, P l (ω l)
    · rw [if_pos h]
      exact Finset.prod_eq_one fun l _ => if_pos (h l)
    · rw [if_neg h]
      obtain ⟨l, hl⟩ := not_forall.mp h
      exact Finset.prod_eq_zero (Finset.mem_univ l) (if_neg hl)
  rw [Finset.prod_mul_distrib, e]

omit [DecidableEq ι] in
private lemma mean_sum {κ : Type*} [Fintype κ] (p : ι → ℝ) (c : κ → ℝ)
    (f : κ → (Fin n → ι) → ℝ) :
    mean p (fun ω => ∑ a, c a * f a ω) = ∑ a, c a * mean p (f a) := by
  unfold mean
  simp_rw [Finset.mul_sum]
  rw [Finset.sum_comm]
  exact Finset.sum_congr rfl fun a _ => Finset.sum_congr rfl fun ω _ => by ring

private lemma sum_ne (p : ι → ℝ) (hp : ∑ i, p i = 1) (i : ι) :
    ∑ j, p j * (if j ≠ i then (1 : ℝ) else 0) = 1 - p i := by
  have h : ∀ j, p j * (if j ≠ i then (1 : ℝ) else 0) = p j - if j = i then p j else 0 := by
    intro j
    by_cases hj : j = i <;> simp [hj]
  rw [Finset.sum_congr rfl (fun j _ => h j), Finset.sum_sub_distrib, hp]
  simp

/-- The mean unseen probability after `n` draws is `∑ p i (1 - p i) ^ n`. -/
theorem mean_unseenMass (p : ι → ℝ) (hp : ∑ i, p i = 1) :
    mean p (unseenMass (n := n) p) = ∑ i, p i * (1 - p i) ^ n := by
  have h : unseenMass (n := n) p
      = fun ω => ∑ i, p i * (if ∀ k, ω k ≠ i then (1 : ℝ) else 0) := by
    funext ω
    simp only [unseenMass, mul_ite, mul_one, mul_zero]
  rw [h, mean_sum p p (fun i (ω : Fin n → ι) => if ∀ k, ω k ≠ i then (1 : ℝ) else 0)]
  refine Finset.sum_congr rfl fun i _ => ?_
  -- event `i` is absent when all `n` draws avoid it
  rw [prob_forall p (fun (_ : Fin n) (j : ι) => j ≠ i)]
  simp only [sum_ne p hp i, Finset.prod_const, Finset.card_univ, Fintype.card_fin]

/-- An event of probability `p i` occurs exactly once in `n` draws with probability
`n p i (1 - p i) ^ (n - 1)`. -/
theorem prob_once (p : ι → ℝ) (hp : ∑ i, p i = 1) (i : ι) :
    mean p (fun ω : Fin n → ι => if ∃ k, ∀ l, ω l = i ↔ l = k then (1 : ℝ) else 0)
      = n * (p i * (1 - p i) ^ (n - 1)) := by
  -- split according to the draw `k` at which the event occurs
  have h : (fun ω : Fin n → ι => if ∃ k, ∀ l, ω l = i ↔ l = k then (1 : ℝ) else 0)
      = fun ω => ∑ k : Fin n, (1 : ℝ) * (if ∀ l, ω l = i ↔ l = k then (1 : ℝ) else 0) := by
    funext ω
    simp only [one_mul]
    by_cases h : ∃ k, ∀ l, ω l = i ↔ l = k
    · rw [if_pos h]
      obtain ⟨a, ha⟩ := h
      rw [Finset.sum_eq_single_of_mem a (Finset.mem_univ a), if_pos ha]
      intro b _ hba
      exact if_neg fun hb => hba ((hb a).1 ((ha a).2 rfl)).symm
    · rw [if_neg h]
      symm
      exact Finset.sum_eq_zero fun k _ => if_neg fun e => h ⟨k, e⟩
  have hk : ∀ k : Fin n, mean p (fun ω : Fin n → ι =>
      if ∀ l, ω l = i ↔ l = k then (1 : ℝ) else 0) = p i * (1 - p i) ^ (n - 1) := by
    intro k
    rw [prob_forall p (fun (l : Fin n) (j : ι) => (j = i ↔ l = k))]
    have hl : ∀ l : Fin n, ∑ j, p j * (if (j = i ↔ l = k) then (1 : ℝ) else 0)
        = if l = k then p i else 1 - p i := by
      intro l
      by_cases hl : l = k
      · simp [hl]
      · simpa [hl] using sum_ne p hp i
    have he : ∏ l ∈ univ.erase k, (if l = k then p i else 1 - p i) = (1 - p i) ^ (n - 1) := by
      calc _ = ∏ _l ∈ univ.erase k, (1 - p i) :=
            Finset.prod_congr rfl fun l hl => if_neg (Finset.ne_of_mem_erase hl)
        _ = _ := by
            rw [Finset.prod_const, Finset.card_erase_of_mem (Finset.mem_univ k),
              Finset.card_univ, Fintype.card_fin]
    calc _ = ∏ l : Fin n, (if l = k then p i else 1 - p i) :=
          Finset.prod_congr rfl fun l _ => hl l
      _ = (if k = k then p i else 1 - p i)
            * ∏ l ∈ univ.erase k, (if l = k then p i else 1 - p i) :=
          (Finset.mul_prod_erase univ (fun l : Fin n => if l = k then p i else 1 - p i)
            (Finset.mem_univ k)).symm
      _ = _ := by rw [he]; simp
  rw [h, mean_sum p (fun _ : Fin n => (1 : ℝ))
    (fun k (ω : Fin n → ι) => if ∀ l, ω l = i ↔ l = k then (1 : ℝ) else 0)]
  simp only [hk, one_mul, Finset.sum_const, Finset.card_univ, Fintype.card_fin, nsmul_eq_mul]

/-- The mean number of events seen exactly once in `n` draws is
`n ∑ p i (1 - p i) ^ (n - 1)`. -/
theorem mean_seenOnce (p : ι → ℝ) (hp : ∑ i, p i = 1) :
    mean p (seenOnce (ι := ι) (n := n)) = n * ∑ i, p i * (1 - p i) ^ (n - 1) := by
  have h : seenOnce (ι := ι) (n := n) = fun ω => ∑ i, (1 : ℝ) *
      (if ∃ k, ∀ l, ω l = i ↔ l = k then (1 : ℝ) else 0) := by
    funext ω
    simp only [seenOnce, one_mul]
  rw [h, mean_sum p (fun _ : ι => (1 : ℝ))
    (fun i (ω : Fin n → ι) => if ∃ k, ∀ l, ω l = i ↔ l = k then (1 : ℝ) else 0), Finset.mul_sum]
  exact Finset.sum_congr rfl fun i _ => by rw [one_mul, prob_once p hp i]

/-- The fraction of singletons among `n + 1` draws has the same mean as the unseen
probability after `n` draws. -/
theorem singleton_fraction_unbiased (p : ι → ℝ) (hp : ∑ i, p i = 1) (n : ℕ) :
    mean p (seenOnce (ι := ι) (n := n + 1)) / ((n + 1 : ℕ) : ℝ)
      = mean p (unseenMass (n := n) p) := by
  rw [mean_seenOnce p hp, mean_unseenMass p hp, Nat.add_sub_cancel,
    mul_div_cancel_left₀ _ (Nat.cast_ne_zero.mpr n.succ_ne_zero)]

private lemma unseen_le (x : ℝ) (h1 : x ≤ 1) (hn : (0 : ℝ) < n) :
    x * (1 - x) ^ n ≤ 1 / (Real.exp 1 * n) := by
  have ha : (1 - x) ^ n ≤ Real.exp (n * -x) := by
    rw [Real.exp_nat_mul]
    exact pow_le_pow_left₀ (by linarith) (by linarith [Real.add_one_le_exp (-x)]) n
  have hy : n * x ≤ Real.exp (n * x - 1) := by linarith [Real.add_one_le_exp (n * x - 1)]
  have he : Real.exp (n * x - 1) * Real.exp (n * -x) * Real.exp 1 = 1 := by
    rw [← Real.exp_add, ← Real.exp_add,
      show (n : ℝ) * x - 1 + n * -x + 1 = 0 by ring, Real.exp_zero]
  rw [le_div_iff₀ (mul_pos (Real.exp_pos 1) hn)]
  calc x * (1 - x) ^ n * (Real.exp 1 * n) = (n * x) * (1 - x) ^ n * Real.exp 1 := by ring
    _ ≤ Real.exp (n * x - 1) * Real.exp (n * -x) * Real.exp 1 :=
        mul_le_mul_of_nonneg_right (mul_le_mul hy ha (pow_nonneg (by linarith) n)
          (Real.exp_pos _).le) (Real.exp_pos 1).le
    _ = 1 := he

private lemma once_le (x : ℝ) (h0 : 0 ≤ x) (h1 : x ≤ 1) (m : ℕ) :
    x * (1 - x) ^ m * ((m : ℝ) + 1) ≤ 1 := by
  -- Bernoulli's inequality
  have hB := one_add_mul_le_pow (by linarith : (-2 : ℝ) ≤ x) m
  calc x * (1 - x) ^ m * ((m : ℝ) + 1) = (1 - x) ^ m * (m * x + x) := by ring
    _ ≤ (1 - x) ^ m * (1 + x) ^ m :=
        mul_le_mul_of_nonneg_left (by linarith) (pow_nonneg (by linarith) m)
    _ = ((1 - x) * (1 + x)) ^ m := (mul_pow _ _ _).symm
    _ ≤ 1 := pow_le_one₀ (mul_nonneg (by linarith) (by linarith))
        (by linarith [mul_self_nonneg x])

/-- **Good-Turing estimate.** After `n ≥ 1` draws from `K` events the mean unseen probability
is at most `K / (e n)`, and the mean singleton fraction exceeds it by between `0` and `1 / n`. -/
theorem good_turing (p : ι → ℝ) (h0 : ∀ i, 0 ≤ p i) (hp : ∑ i, p i = 1) (hn : 1 ≤ n) :
    mean p (unseenMass (n := n) p) ≤ Fintype.card ι / (Real.exp 1 * n) ∧
    0 ≤ mean p (seenOnce (ι := ι) (n := n)) / n - mean p (unseenMass (n := n) p) ∧
    mean p (seenOnce (ι := ι) (n := n)) / n - mean p (unseenMass (n := n) p) ≤ 1 / n := by
  have h1 : ∀ i, p i ≤ 1 := fun i =>
    (Finset.single_le_sum (f := p) (fun j _ => h0 j) (Finset.mem_univ i)).trans_eq hp
  obtain ⟨m, rfl⟩ := Nat.exists_eq_add_of_le' hn
  have hn0 : (0 : ℝ) < ((m + 1 : ℕ) : ℝ) := Nat.cast_pos.mpr m.succ_pos
  -- the bias is the sum of `p i ^ 2 (1 - p i) ^ (n - 1)`
  have hb : mean p (seenOnce (ι := ι) (n := m + 1)) / ((m + 1 : ℕ) : ℝ)
      - mean p (unseenMass (n := m + 1) p) = ∑ i, p i * (p i * (1 - p i) ^ m) := by
    rw [mean_seenOnce p hp, mean_unseenMass p hp, mul_div_cancel_left₀ _ hn0.ne',
      Nat.add_sub_cancel, ← Finset.sum_sub_distrib]
    exact Finset.sum_congr rfl fun i _ => by ring
  rw [hb]
  refine ⟨?_, ?_, ?_⟩
  · rw [mean_unseenMass p hp]
    calc _ ≤ ∑ _i : ι, 1 / (Real.exp 1 * ((m + 1 : ℕ) : ℝ)) :=
          Finset.sum_le_sum fun i _ => unseen_le (p i) (h1 i) hn0
      _ = _ := by rw [Finset.sum_const, Finset.card_univ, nsmul_eq_mul, mul_one_div]
  · exact Finset.sum_nonneg fun i _ => mul_nonneg (h0 i)
      (mul_nonneg (h0 i) (pow_nonneg (sub_nonneg.mpr (h1 i)) m))
  · have hi : ∀ i, p i * (1 - p i) ^ m ≤ 1 / ((m + 1 : ℕ) : ℝ) := by
      intro i
      rw [le_div_iff₀ hn0, Nat.cast_add, Nat.cast_one]
      exact once_le (p i) (h0 i) (h1 i) m
    calc _ ≤ ∑ i, p i * (1 / ((m + 1 : ℕ) : ℝ)) :=
          Finset.sum_le_sum fun i _ => mul_le_mul_of_nonneg_left (hi i) (h0 i)
      _ = _ := by rw [← Finset.sum_mul, hp, one_mul]

/-- For `K` equally likely events and `K` draws, the mean unseen probability tends to `1 / e`
as `K` grows. -/
theorem uniform_unseen_limit :
    Tendsto (fun K : ℕ => mean (fun _ : Fin K => 1 / (K : ℝ))
      (unseenMass (n := K) fun _ : Fin K => 1 / (K : ℝ))) atTop (𝓝 (1 / Real.exp 1)) := by
  have h := Real.tendsto_one_add_div_pow_exp (-1)
  rw [Real.exp_neg, ← one_div] at h
  refine h.congr' ?_
  filter_upwards [eventually_gt_atTop 0] with K hK
  have hK0 : (K : ℝ) ≠ 0 := Nat.cast_ne_zero.mpr hK.ne'
  have hs : ∑ _i : Fin K, 1 / (K : ℝ) = 1 := by
    rw [Finset.sum_const, Finset.card_univ, Fintype.card_fin, nsmul_eq_mul,
      mul_one_div_cancel hK0]
  rw [mean_unseenMass (fun _ : Fin K => 1 / (K : ℝ)) hs, ← Finset.sum_mul, hs, one_mul,
    neg_div, ← sub_eq_add_neg]

end

end GoodTuringMissingRate
```

```lean
#print axioms GoodTuringMissingRate.singleton_fraction_unbiased
#print axioms GoodTuringMissingRate.good_turing
#print axioms GoodTuringMissingRate.uniform_unseen_limit
```

```
'GoodTuringMissingRate.singleton_fraction_unbiased' depends on axioms: [propext, Classical.choice, Quot.sound]
'GoodTuringMissingRate.good_turing' depends on axioms: [propext, Classical.choice, Quot.sound]
'GoodTuringMissingRate.uniform_unseen_limit' depends on axioms: [propext, Classical.choice, Quot.sound]
```

## From product weights to the bounds

`prob_forall` is the factorisation over draws. The rewrite with `Finset.prod_univ_sum` expands a product of one-draw sums into a sum over all records; a product of indicators is then recognised as the indicator that all conditions hold. `mean_sum` is linearity of the mean, and `sum_ne` says that one draw avoids event `i` with probability \(1-p_i\).

`mean_unseenMass` combines these three: it takes the sum over events outside the mean and applies the factorisation to the condition `j ≠ i` at every draw.

`prob_once` first splits the indicator of a single occurrence according to the draw `k` at which it happens. For fixed `k`, the condition at draw `l` is `j = i ↔ l = k`, which contributes \(p_i\) when `l = k` and \(1-p_i\) otherwise. `Finset.mul_prod_erase` separates the one special factor from the other \(n-1\). Summing over events gives `mean_seenOnce`, and `singleton_fraction_unbiased` follows by cancelling \(n+1\).

The two inequalities for a single event are `unseen_le`, with the exponential estimates, and `once_le`, whose `calc` chain is the Bernoulli argument above. `good_turing` writes \(n=m+1\), establishes the formula for the difference as `hb`, and sums these inequalities over the events; `h0` and `hp` supply \(p_i\le1\).

Finally, `uniform_unseen_limit` takes Mathlib's limit \((1+t/K)^K\to e^t\) at \(t=-1\) and shows that, for every \(K>0\), the expression agrees with the mean unseen probability.
